# Equal RPA integrands in pair and auxiliary space for a nonnegative diagonal response

Let $C$ be a real $n\times m$ matrix and $G=\mathrm{diag}(g_i)$ with all $g_i\ge 0$. Then

$$\det(1_n+GCC^T)=\det(1_m+C^TGC)\ge 1,\qquad \mathrm{tr}(GCC^T)=\mathrm{tr}(C^TGC),$$

so the integrand $\ln\det(1+Q)-\mathrm{tr}\,Q$ has the same value for $Q=GCC^T$ and for $Q=C^TGC$.

## Particle-hole pairs and auxiliary functions

In the direct random-phase approximation with real orbitals and a finite basis, this integrand gives the correlation energy, up to a constant prefactor, after integration over $\omega$, the frequency along the imaginary axis. The index $i$ labels particle-hole pairs and $j$ labels auxiliary functions. In the approximation called resolution of identity, the factors $C_{ij}$ approximate the Coulomb integrals between pairs by $CC^T$.

For spin orbitals, a pair with excitation energy $\Delta_i>0$ has $g_i=2\Delta_i/(\Delta_i^2+\omega^2)$. Here "response" means the noninteracting density response with its sign reversed; in the usual convention that response is $-g_i$. The condition $g_i\ge0$ thus stands for a response at imaginary frequency with the occupied levels below the empty ones.

At each frequency point, a code can scale the rows of $C$ by $\sqrt{g_i}$, form the $m\times m$ matrix $Q=C^TGC$ and Cholesky-factorise $1+Q=LL^T$. Then $\ln\det(1+Q)=2\sum_k\ln L_{kk}$. There are usually far more pairs than auxiliary functions, so this avoids a large $n\times n$ determinant.

## Equal determinants and traces

Put $A=GC$ and $B=C^T$. Eliminating either diagonal block gives

$$\det\begin{pmatrix}1_n&-A\\B&1_m\end{pmatrix}=\det(1_m+BA)=\det(1_n+AB),$$

which is Sylvester's identity. The trace is cyclic, and written out it is

$$\mathrm{tr}\,Q=\sum_{i,j}g_iC_{ij}^2.$$

Neither step uses the sign of $g$.

## Nonnegative modes and the sign of the integrand

For $Q=C^TGC$ and any real vector $x$, $x^TQx=\sum_i g_i(Cx)_i^2\ge0$. The symmetric matrix $Q$ therefore has eigenvalues $q_k\ge0$, with $\det(1+Q)=\prod_k(1+q_k)$ and $\mathrm{tr}\,Q=\sum_kq_k$.

Build the product one factor at a time. If the factors so far have product at least $1+S$, where $S\ge0$ is the sum of their $q_k$, a further factor $1+q_a$ gives at least

$$(1+q_a)(1+S)=1+q_a+S+q_aS\ge1+q_a+S.$$

Hence $\det(1+Q)\ge1+\mathrm{tr}\,Q\ge1$. The integrand is

$$\ln\det(1+Q)-\mathrm{tr}\,Q=-\sum_k\bigl(q_k-\ln(1+q_k)\bigr)\le0.$$

If it vanishes, every term does, so $e^{q_k}=1+q_k$ and $q_k=0$. The trace is then zero, every $g_iC_{ij}^2$ is zero, and so is every $g_iC_{ij}$. Conversely, if all these products vanish, then $GC=0$, $Q=0$ and the integrand is zero.

With $n=m=1$, $g=-2$ and $C=1$, the determinant is $-1$: the lower bound needs a sign condition.

## The statement in Lean

The finite types `n` and `m` index pairs and auxiliary functions, `g : n → ℝ` is the response at one frequency, and `hg` says that it is nonnegative. `pairKernel` is $GCC^T$, in general not symmetric; `auxKernel` is $C^TGC$. `acfdIntegrand`, named after the adiabatic-connection fluctuation-dissipation formula, carries no prefactor and is meant for a positive determinant.

`resolution_of_identity` collects the two equalities, the bound and the equality of integrands. It compares two uses of the same $C$; how well $CC^T$ reproduces the exact Coulomb integrals is a separate question. The frequency integral and the derivation of $g$ from orbitals are not treated either.

```lean
import Mathlib

open Matrix

namespace RPAResolutionOfIdentity

noncomputable section

variable {n m : Type*} [Fintype n] [DecidableEq n] [Fintype m] [DecidableEq m]

/-- The kernel `G C Cᵀ` in the space of particle-hole pairs, with diagonal response `g`
and resolution-of-identity factors `C`. -/
def pairKernel (g : n → ℝ) (C : Matrix n m ℝ) : Matrix n n ℝ :=
  Matrix.diagonal g * C * Cᵀ

/-- The kernel `Cᵀ G C` in the space of auxiliary functions. -/
def auxKernel (g : n → ℝ) (C : Matrix n m ℝ) : Matrix m m ℝ :=
  Cᵀ * Matrix.diagonal g * C

/-- The logarithmic integrand `ln det(1 + Q) - tr Q`, for kernels `Q` with
`det(1 + Q) > 0`. -/
def acfdIntegrand (Q : Matrix m m ℝ) : ℝ :=
  Real.log (1 + Q).det - Q.trace

/-- The determinants of `1 + Q` in the pair space and in the auxiliary space agree. -/
theorem det_pair_eq_det_aux (g : n → ℝ) (C : Matrix n m ℝ) :
    (1 + pairKernel g C).det = (1 + auxKernel g C).det := by
  unfold pairKernel auxKernel
  rw [Matrix.det_one_add_mul_comm, Matrix.mul_assoc]

omit [DecidableEq m] in
/-- The traces of the pair kernel and of the auxiliary kernel agree. -/
theorem trace_pair_eq_trace_aux (g : n → ℝ) (C : Matrix n m ℝ) :
    (pairKernel g C).trace = (auxKernel g C).trace := by
  unfold pairKernel auxKernel
  rw [Matrix.trace_mul_comm, Matrix.mul_assoc]

omit [DecidableEq m] in
/-- The trace of the auxiliary kernel is the sum of the squared factors, each weighted
by the response of its pair. -/
theorem trace_aux_eq_sum (g : n → ℝ) (C : Matrix n m ℝ) :
    (auxKernel g C).trace = ∑ i, ∑ j, g i * C i j ^ 2 := by
  rw [← trace_pair_eq_trace_aux, pairKernel, Matrix.trace]
  refine Finset.sum_congr rfl fun i _ => ?_
  rw [Matrix.diag_apply, Matrix.mul_apply]
  refine Finset.sum_congr rfl fun j _ => ?_
  rw [Matrix.diagonal_mul, Matrix.transpose_apply]
  ring

/-- For a nonnegative response there are nonnegative numbers `q k`, one per auxiliary
function, with `det(1 + Q) = ∏ (1 + q k)` and `tr Q = ∑ q k` for the auxiliary kernel `Q`. -/
theorem aux_mode_decomposition (g : n → ℝ) (hg : ∀ i, 0 ≤ g i) (C : Matrix n m ℝ) :
    ∃ q : m → ℝ, (∀ k, 0 ≤ q k) ∧ (1 + auxKernel g C).det = ∏ k, (1 + q k) ∧
      (auxKernel g C).trace = ∑ k, q k := by
  have hP : (auxKernel g C).PosSemidef := by
    have h := (Matrix.PosSemidef.diagonal (d := g) hg).conjTranspose_mul_mul_same C
    rwa [Matrix.conjTranspose_eq_transpose_of_trivial] at h
  have hH := hP.isHermitian
  refine ⟨hH.eigenvalues, fun k => hP.eigenvalues_nonneg k, ?_, ?_⟩
  · -- evaluate the characteristic polynomial at -1
    have h := congrArg (Polynomial.eval (-1)) hH.charpoly_eq
    rw [Matrix.eval_charpoly, Polynomial.eval_prod] at h
    simp only [Polynomial.eval_sub, Polynomial.eval_X, Polynomial.eval_C,
      RCLike.ofReal_real_eq_id, id_eq] at h
    have e : 1 + auxKernel g C = -(Matrix.scalar m (-1 : ℝ) - auxKernel g C) := by
      rw [map_neg, map_one]
      abel
    rw [e, Matrix.det_neg, h, ← Finset.card_univ, ← Finset.prod_const,
      ← Finset.prod_mul_distrib]
    refine Finset.prod_congr rfl fun k _ => ?_
    ring
  · simpa using hH.trace_eq_sum_eigenvalues

/-- For a nonnegative response the determinant of `1 + Q` is at least `1 + tr Q`. -/
theorem one_add_trace_le_det (g : n → ℝ) (hg : ∀ i, 0 ≤ g i) (C : Matrix n m ℝ) :
    1 + (auxKernel g C).trace ≤ (1 + auxKernel g C).det := by
  obtain ⟨q, hq, hdet, htr⟩ := aux_mode_decomposition g hg C
  rw [hdet, htr]
  -- expand the product one factor at a time
  have key : ∀ s : Finset m, 1 + ∑ k ∈ s, q k ≤ ∏ k ∈ s, (1 + q k) := by
    intro s
    induction s using Finset.induction_on with
    | empty => simp
    | insert a s ha ih =>
      rw [Finset.sum_insert ha, Finset.prod_insert ha]
      have hS : 0 ≤ ∑ k ∈ s, q k := Finset.sum_nonneg fun k _ => hq k
      have h1 : 0 ≤ 1 + q a := by linarith [hq a]
      nlinarith [mul_nonneg (hq a) hS, mul_le_mul_of_nonneg_left ih h1]
  exact key Finset.univ

/-- For a nonnegative response, the determinants of one plus the pair kernel and of one plus the
auxiliary kernel agree and are at least one, the traces of the two kernels agree, and so do their
integrands. -/
theorem resolution_of_identity (g : n → ℝ) (hg : ∀ i, 0 ≤ g i) (C : Matrix n m ℝ) :
    (1 + pairKernel g C).det = (1 + auxKernel g C).det ∧
      1 ≤ (1 + auxKernel g C).det ∧
      (pairKernel g C).trace = (auxKernel g C).trace ∧
      acfdIntegrand (pairKernel g C) = acfdIntegrand (auxKernel g C) := by
  refine ⟨det_pair_eq_det_aux g C, ?_, trace_pair_eq_trace_aux g C, ?_⟩
  · have h := one_add_trace_le_det g hg C
    have ht : 0 ≤ (auxKernel g C).trace := by
      rw [trace_aux_eq_sum]
      exact Finset.sum_nonneg fun i _ => Finset.sum_nonneg fun j _ =>
        mul_nonneg (hg i) (sq_nonneg _)
    linarith
  · unfold acfdIntegrand
    rw [det_pair_eq_det_aux, trace_pair_eq_trace_aux]

/-- For a nonnegative response the integrand is never positive, and it vanishes exactly
when every product of a pair response with a factor of that pair is zero. -/
theorem integrand_nonpos_and_eq_zero_iff (g : n → ℝ) (hg : ∀ i, 0 ≤ g i)
    (C : Matrix n m ℝ) :
    acfdIntegrand (auxKernel g C) ≤ 0 ∧
      (acfdIntegrand (auxKernel g C) = 0 ↔ ∀ i j, g i * C i j = 0) := by
  obtain ⟨q, hq, hdet, htr⟩ := aux_mode_decomposition g hg C
  have hpos : ∀ k, 0 < 1 + q k := fun k => by linarith [hq k]
  have hterm : ∀ k, 0 ≤ q k - Real.log (1 + q k) := fun k => by
    linarith [Real.log_le_sub_one_of_pos (hpos k)]
  -- the integrand is minus a sum of nonnegative terms
  have hform : acfdIntegrand (auxKernel g C) = -∑ k, (q k - Real.log (1 + q k)) := by
    rw [acfdIntegrand, hdet, htr, Real.log_prod (fun k _ => (hpos k).ne'),
      Finset.sum_sub_distrib]
    ring
  refine ⟨?_, ?_, ?_⟩
  · rw [hform]
    exact neg_nonpos.mpr (Finset.sum_nonneg fun k _ => hterm k)
  · intro h0 i j
    rw [hform, neg_eq_zero, Finset.sum_eq_zero_iff_of_nonneg (fun k _ => hterm k)] at h0
    have hq0 : ∀ k, q k = 0 := by
      intro k
      by_contra hk
      have h1 := Real.add_one_lt_exp hk
      have h2 : q k = Real.log (1 + q k) := by linarith [h0 k (Finset.mem_univ k)]
      have h3 : Real.exp (q k) = 1 + q k := by
        calc Real.exp (q k) = Real.exp (Real.log (1 + q k)) := congrArg Real.exp h2
          _ = 1 + q k := Real.exp_log (hpos k)
      linarith
    -- a vanishing trace forces every weighted square to vanish
    have ht : ∑ i, ∑ j, g i * C i j ^ 2 = 0 := by
      rw [← trace_aux_eq_sum, htr]
      exact Finset.sum_eq_zero fun k _ => hq0 k
    have hnn : ∀ i j, 0 ≤ g i * C i j ^ 2 := fun i j => mul_nonneg (hg i) (sq_nonneg _)
    have hi := (Finset.sum_eq_zero_iff_of_nonneg
      (fun i _ => Finset.sum_nonneg fun j _ => hnn i j)).mp ht i (Finset.mem_univ i)
    have hij := (Finset.sum_eq_zero_iff_of_nonneg
      (fun j _ => hnn i j)).mp hi j (Finset.mem_univ j)
    rcases mul_eq_zero.mp hij with h | h
    · rw [h, zero_mul]
    · rw [pow_eq_zero_iff two_ne_zero] at h
      rw [h, mul_zero]
  · intro h
    have hGC : Matrix.diagonal g * C = 0 := by
      ext i j
      rw [Matrix.diagonal_mul, h i j, Matrix.zero_apply]
    have hQ : auxKernel g C = 0 := by
      rw [auxKernel, Matrix.mul_assoc, hGC, Matrix.mul_zero]
    rw [hQ]
    simp [acfdIntegrand]

/-- With one pair, one auxiliary function, response `-2` and factor `1`, the determinant
of `1 + Q` is `-1`. -/
theorem det_negative_response :
    (1 + auxKernel (fun _ : Fin 1 => (-2 : ℝ)) (1 : Matrix (Fin 1) (Fin 1) ℝ)).det = -1 := by
  rw [Matrix.det_fin_one, auxKernel, Matrix.transpose_one, Matrix.one_mul, Matrix.mul_one,
    Matrix.add_apply, Matrix.one_apply_eq, Matrix.diagonal_apply_eq]
  norm_num

end

end RPAResolutionOfIdentity
```

```lean
#print axioms RPAResolutionOfIdentity.resolution_of_identity
#print axioms RPAResolutionOfIdentity.integrand_nonpos_and_eq_zero_iff
#print axioms RPAResolutionOfIdentity.det_negative_response
```

```
'RPAResolutionOfIdentity.resolution_of_identity' depends on axioms: [propext, Classical.choice, Quot.sound]
'RPAResolutionOfIdentity.integrand_nonpos_and_eq_zero_iff' depends on axioms: [propext, Classical.choice, Quot.sound]
'RPAResolutionOfIdentity.det_negative_response' depends on axioms: [propext, Classical.choice, Quot.sound]
```

## How the lemmas follow the derivation

`det_pair_eq_det_aux` applies Sylvester's identity through `Matrix.det_one_add_mul_comm`. `trace_pair_eq_trace_aux` uses cyclicity, and `trace_aux_eq_sum` writes out the weighted squares.

`aux_mode_decomposition` obtains positive semidefiniteness from that of the diagonal matrix and takes the eigenvalues as `q`. Evaluating the characteristic polynomial at $-1$ gives $\det(-1-Q)=\prod_k(-1-q_k)$; reversing the sign of each factor gives the required product.

In `one_add_trace_le_det`, induction over finite sets adds one factor at a time, and `nlinarith` closes the inequality displayed above. The main theorem combines this bound with the nonnegative trace.

`integrand_nonpos_and_eq_zero_iff` rewrites the integrand as minus a sum of nonnegative terms in `hform`. `Real.add_one_lt_exp` supplies the strict inequality that forces each `q k` to vanish, and the trace formula carries this back to $g_iC_{ij}=0$. `det_negative_response` evaluates the one-dimensional example.
